# The thermal parity of finitely many free quasiparticles is $\prod_k\tanh(\beta E_k/2)$

Take two fermionic quasiparticle modes with energies $E_1$ and $E_2$ at inverse temperature $\beta$, and write $x_k=e^{-\beta E_k}$. The states with an even number of quasiparticles are the vacuum and the doubly occupied state; the odd ones have a single quasiparticle. The two partition functions are therefore

$$Z_{\text{even}}=1+x_1x_2,\qquad Z_{\text{odd}}=x_1+x_2 .$$

Neither factorises over the modes, but their sum and difference do:

$$Z_{\text{even}}\pm Z_{\text{odd}}=(1\pm x_1)(1\pm x_2).$$

Dividing the difference by the sum gives one factor $(1-x_k)/(1+x_k)=\tanh(\beta E_k/2)$ per mode. The same argument works for any finite number of modes.

## Configurations and parity sectors

The modes are the elements of a finite type `ι`. Each element is one fermionic state, so two spin directions count as two modes.

```lean
import Mathlib

open Filter Topology

namespace ParityProjectedBCS

noncomputable section

variable {ι : Type*} [Fintype ι]
```

A configuration is the set $S$ of occupied modes. The quasiparticles do not interact, so its energy is the sum of the energies in $S$ and its weight is

$$w(S)=\exp\Big(-\beta\sum_{k\in S}E_k\Big).$$

Energies are measured from the quasiparticle vacuum. The function `E : ι → ℝ` is given: the Bogoliubov transformation and the gap equation that would produce it are not part of the model, and both parity sectors use the same energies.

```lean
/-- Boltzmann weight of the configuration in which exactly the modes in `S` hold a
quasiparticle. -/
def boltzmann (β : ℝ) (E : ι → ℝ) (S : Finset ι) : ℝ :=
  Real.exp (-β * ∑ k ∈ S, E k)
```

The even partition function $Z_{\text{even}}$ sums $w(S)$ over the sets with $|S|$ even. If the vacuum is a superposition of states with even electron numbers only, as the usual BCS ground state is, this is also the sector of even electron number.

```lean
/-- Partition function restricted to an even number of quasiparticles. -/
def Zeven (β : ℝ) (E : ι → ℝ) : ℝ :=
  ∑ S : Finset ι with Even S.card, boltzmann β E S
```

The odd partition function $Z_{\text{odd}}$ sums over the remaining sets.

```lean
/-- Partition function restricted to an odd number of quasiparticles. -/
def Zodd (β : ℝ) (E : ι → ℝ) : ℝ :=
  ∑ S : Finset ι with Odd S.card, boltzmann β E S
```

With $F=-\log Z/\beta$ in each sector, the free energy cost of odd parity is

$$\delta F=F_{\text{odd}}-F_{\text{even}}=\frac{\log Z_{\text{even}}-\log Z_{\text{odd}}}{\beta}.$$

```lean
/-- Odd-even free energy difference `F_odd - F_even`, where `F = -log Z / β`. -/
def freeEnergyGap (β : ℝ) (E : ι → ℝ) : ℝ :=
  -Real.log (Zodd β E) / β - -Real.log (Zeven β E) / β
```

## Sum and difference as products

Give every quasiparticle an extra factor $c$. Expanding the product means choosing, for each mode, either $1$ (empty) or $c\,e^{-\beta E_k}$ (occupied), so

$$\prod_k\big(1+c\,e^{-\beta E_k}\big)=\sum_S c^{|S|}\,w(S).$$

In the proof, `Finset.prod_add` performs this expansion, and `Real.exp_sum` turns the exponential of the summed energy into a product of exponentials.

```lean
/-- Weighting each quasiparticle by a factor `c` turns the sum over configurations into a
product over independent modes. -/
theorem prod_modes (β : ℝ) (E : ι → ℝ) (c : ℝ) :
    ∏ k, (1 + c * Real.exp (-β * E k)) = ∑ S : Finset ι, c ^ S.card * boltzmann β E S := by
  classical
  simp_rw [add_comm (1 : ℝ)]
  rw [Finset.prod_add, Finset.powerset_univ]
  refine Finset.sum_congr rfl fun S _ => ?_
  rw [Finset.prod_const_one, mul_one, Finset.prod_mul_distrib, Finset.prod_const,
    boltzmann, Finset.mul_sum, Real.exp_sum]
```

At $c=1$ every configuration has its ordinary weight, and the right-hand side is the full partition function:

$$Z_{\text{even}}+Z_{\text{odd}}=\prod_k\big(1+e^{-\beta E_k}\big).$$

The proof compares the sums one configuration at a time. Each $S$ is either even or odd, and so contributes to exactly one sector.

```lean
/-- The two parity sectors add up to the unprojected partition function of free fermionic
quasiparticles. -/
theorem Zeven_add_Zodd (β : ℝ) (E : ι → ℝ) :
    Zeven β E + Zodd β E = ∏ k, (1 + Real.exp (-β * E k)) := by
  have h := prod_modes β E 1
  simp only [one_pow, one_mul] at h
  rw [h, Zeven, Zodd, Finset.sum_filter, Finset.sum_filter, ← Finset.sum_add_distrib]
  refine Finset.sum_congr rfl fun S _ => ?_
  rcases Nat.even_or_odd S.card with hS | hS
  · rw [if_pos hS, if_neg (Nat.not_odd_iff_even.2 hS), add_zero]
  · rw [if_neg (Nat.not_even_iff_odd.2 hS), if_pos hS, zero_add]
```

At $c=-1$ the factor $(-1)^{|S|}$ is $+1$ on even configurations and $-1$ on odd ones:

$$Z_{\text{even}}-Z_{\text{odd}}=\prod_k\big(1-e^{-\beta E_k}\big).$$

The same case split applies, with `neg_one_pow` supplying the sign.

```lean
/-- The difference of the parity sectors is a product over modes in which each
quasiparticle carries a minus sign. -/
theorem Zeven_sub_Zodd (β : ℝ) (E : ι → ℝ) :
    Zeven β E - Zodd β E = ∏ k, (1 - Real.exp (-β * E k)) := by
  have h := prod_modes β E (-1)
  simp only [neg_one_mul, ← sub_eq_add_neg] at h
  rw [h, Zeven, Zodd, Finset.sum_filter, Finset.sum_filter, ← Finset.sum_sub_distrib]
  refine Finset.sum_congr rfl fun S _ => ?_
  rcases Nat.even_or_odd S.card with hS | hS
  · rw [if_pos hS, if_neg (Nat.not_odd_iff_even.2 hS), hS.neg_one_pow]
    ring
  · rw [if_neg (Nat.not_even_iff_odd.2 hS), if_pos hS, hS.neg_one_pow]
    ring
```

## The quotient, mode by mode

Multiplying numerator and denominator of the hyperbolic tangent by $e^{-y/2}$ gives

$$\tanh\frac y2=\frac{e^{y/2}-e^{-y/2}}{e^{y/2}+e^{-y/2}}=\frac{1-e^{-y}}{1+e^{-y}}.$$

Lean cross-multiplies instead, and closes the resulting identity with $e^{y/2}e^{-y/2}=1$, which is `h2`.

```lean
/-- The hyperbolic tangent of half an argument in terms of a Boltzmann factor. -/
theorem tanh_half (y : ℝ) :
    Real.tanh (y / 2) = (1 - Real.exp (-y)) / (1 + Real.exp (-y)) := by
  have h1 : Real.exp (-y) = Real.exp (-(y / 2)) * Real.exp (-(y / 2)) := by
    rw [← Real.exp_add]
    congr 1
    ring
  have h2 : Real.exp (y / 2) * Real.exp (-(y / 2)) = 1 := by
    rw [← Real.exp_add, add_neg_cancel, Real.exp_zero]
  rw [Real.tanh_eq_sinh_div_cosh, Real.sinh_eq, Real.cosh_eq, h1,
    div_eq_div_iff (by positivity) (by positivity)]
  linear_combination Real.exp (-(y / 2)) * h2
```

Now divide the difference by the sum and put $y=\beta E_k$ in each factor:

$$\frac{Z_{\text{even}}-Z_{\text{odd}}}{Z_{\text{even}}+Z_{\text{odd}}}=\prod_k\frac{1-e^{-\beta E_k}}{1+e^{-\beta E_k}}=\prod_k\tanh\frac{\beta E_k}{2}.$$

The left-hand side is the thermal average of $(-1)^{|S|}$ in the ensemble without projection. The theorem holds for all real $\beta$ and $E_k$, since the denominator is always positive. With no modes at all, both sides equal $1$.

```lean
/-- The thermal average of the quasiparticle-number parity is the product of
`tanh (β E k / 2)` over all modes. -/
theorem parity_eq_prod_tanh (β : ℝ) (E : ι → ℝ) :
    (Zeven β E - Zodd β E) / (Zeven β E + Zodd β E) = ∏ k, Real.tanh (β * E k / 2) := by
  rw [Zeven_sub_Zodd, Zeven_add_Zodd, ← Finset.prod_div_distrib]
  refine Finset.prod_congr rfl fun k _ => ?_
  rw [tanh_half, neg_mul]
```

If $\beta>0$ and every $E_k>0$, each factor $1-e^{-\beta E_k}$ is positive. The difference $Z_{\text{even}}-Z_{\text{odd}}$ is then positive too, and the even sector has the larger partition function.

```lean
/-- At positive temperature and with all quasiparticle energies positive, the even sector
has the larger partition function. -/
theorem Zodd_lt_Zeven {β : ℝ} (hβ : 0 < β) {E : ι → ℝ} (hE : ∀ k, 0 < E k) :
    Zodd β E < Zeven β E := by
  rw [← sub_pos, Zeven_sub_Zodd]
  refine Finset.prod_pos fun k _ => sub_pos.2 (Real.exp_lt_one_iff.2 ?_)
  have := mul_pos hβ (hE k)
  linarith
```

## The free energy cost of an odd quasiparticle number

The definition of $\delta F$ gives $e^{-\beta\,\delta F}=Z_{\text{odd}}/Z_{\text{even}}$. Inserting this into the half-argument formula yields

$$\tanh\frac{\beta\,\delta F}{2}=\frac{1-Z_{\text{odd}}/Z_{\text{even}}}{1+Z_{\text{odd}}/Z_{\text{even}}}=\frac{Z_{\text{even}}-Z_{\text{odd}}}{Z_{\text{even}}+Z_{\text{odd}}}=\prod_k\tanh\frac{\beta E_k}{2}.$$

The hypothesis `[Nonempty ι]` is there because without any mode there is no odd configuration, and $F_{\text{odd}}$ has no meaning. The proof shows that both partition functions are positive, using the empty set and a one-element set, and `hg` is the logarithmic form of the ratio above. For a single mode the formula reduces to $\delta F=E_k$ at every positive temperature.

This relation bears on odd-even effects in small superconducting islands, in so far as their excitations can be treated as finitely many non-interacting quasiparticles with given energies.

```lean
/-- With at least one mode, the odd-even free energy difference `δF` obeys
`tanh (β δF / 2) = ∏ tanh (β E k / 2)`. -/
theorem tanh_freeEnergyGap [Nonempty ι] {β : ℝ} (hβ : 0 < β) (E : ι → ℝ) :
    Real.tanh (β * freeEnergyGap β E / 2) = ∏ k, Real.tanh (β * E k / 2) := by
  obtain ⟨k⟩ := ‹Nonempty ι›
  have he : 0 < Zeven β E := Finset.sum_pos (fun _ _ => Real.exp_pos _) ⟨∅, by simp⟩
  have ho : 0 < Zodd β E := Finset.sum_pos (fun _ _ => Real.exp_pos _) ⟨{k}, by simp⟩
  -- the Boltzmann factor of the gap is the ratio of the two partition functions
  have hg : -(β * freeEnergyGap β E) = Real.log (Zodd β E / Zeven β E) := by
    rw [Real.log_div ho.ne' he.ne', freeEnergyGap, mul_sub, mul_div_cancel₀ _ hβ.ne',
      mul_div_cancel₀ _ hβ.ne']
    ring
  rw [← parity_eq_prod_tanh, tanh_half, hg, Real.exp_log (div_pos ho he),
    div_eq_div_iff (by positivity) (by positivity)]
  field_simp
```

For low temperatures, let $E_k$ be the smallest energy, assume $E_k\ge 0$, and let $N$ be the number of modes. Each sector has at least one configuration of lowest energy and at most $2^N$ configurations in all. In the even sector the lowest energy is $0$, that of the vacuum. In the odd sector at least one quasiparticle is present, so the lowest energy is $E_k$. Hence

$$1\le Z_{\text{even}}\le 2^N,\qquad e^{-\beta E_k}\le Z_{\text{odd}}\le 2^N e^{-\beta E_k}.$$

Taking logarithms and subtracting gives

$$|\delta F-E_k|\le\frac{N\log 2}{\beta}.$$

In the code `e1`, `e2`, `o1` and `o2` are the four bounds, in this order, and `hcard` is the counting estimate behind both upper ones.

```lean
/-- At positive temperature and for nonnegative energies with minimum `E k`, the odd-even free
energy difference deviates from `E k` by at most `log 2 / β` per mode. -/
theorem abs_freeEnergyGap_sub_le {β : ℝ} (hβ : 0 < β) {E : ι → ℝ} {k : ι}
    (h0 : 0 ≤ E k) (hk : ∀ j, E k ≤ E j) :
    |freeEnergyGap β E - E k| ≤ Fintype.card ι * Real.log 2 / β := by
  have hE : ∀ j, 0 ≤ E j := fun j => h0.trans (hk j)
  have hcard : ∀ (p : Finset ι → Prop) [DecidablePred p] (M : ℝ), 0 ≤ M →
      (∀ S, p S → boltzmann β E S ≤ M) →
      ∑ S : Finset ι with p S, boltzmann β E S ≤ 2 ^ Fintype.card ι * M := by
    intro p _ M hM h
    have h1 := Finset.sum_le_card_nsmul (Finset.univ.filter p) (boltzmann β E) M
      (fun S hS => h S (Finset.mem_filter.1 hS).2)
    have h2 : (Finset.univ.filter p).card ≤ 2 ^ Fintype.card ι :=
      (Finset.card_filter_le _ _).trans_eq (by simp)
    have h3 : ((Finset.univ.filter p).card : ℝ) ≤ 2 ^ Fintype.card ι := by exact_mod_cast h2
    rw [nsmul_eq_mul] at h1
    exact h1.trans (mul_le_mul_of_nonneg_right h3 hM)
  -- even sector: between the vacuum term and the number of configurations
  have e1 : 1 ≤ Zeven β E := by
    calc (1 : ℝ) = boltzmann β E ∅ := by simp [boltzmann]
      _ ≤ _ := Finset.single_le_sum (f := boltzmann β E)
        (fun S _ => (Real.exp_pos _).le) (by simp)
  have e2 : Zeven β E ≤ 2 ^ Fintype.card ι * 1 := by
    refine hcard _ 1 zero_le_one fun S _ => Real.exp_le_one_iff.2 ?_
    have := mul_nonneg hβ.le (Finset.sum_nonneg fun j (_ : j ∈ S) => hE j)
    linarith
  -- odd sector: at least one quasiparticle must be paid for
  have o1 : Real.exp (-β * E k) ≤ Zodd β E := by
    calc Real.exp (-β * E k) = boltzmann β E {k} := by simp [boltzmann]
      _ ≤ _ := Finset.single_le_sum (f := boltzmann β E)
        (fun S _ => (Real.exp_pos _).le) (by simp)
  have o2 : Zodd β E ≤ 2 ^ Fintype.card ι * Real.exp (-β * E k) := by
    refine hcard _ _ (Real.exp_pos _).le fun S hS => Real.exp_le_exp.2 ?_
    obtain ⟨j, hj⟩ := Finset.card_pos.1 hS.pos
    have h1 : E k ≤ ∑ i ∈ S, E i :=
      (hk j).trans (Finset.single_le_sum (f := E) (fun i _ => hE i) hj)
    have := mul_le_mul_of_nonneg_left h1 hβ.le
    linarith
  have le1 := Real.log_nonneg e1
  have le2 := Real.log_le_log (by linarith) e2
  have lo1 := Real.log_le_log (Real.exp_pos _) o1
  have lo2 := Real.log_le_log ((Real.exp_pos _).trans_le o1) o2
  rw [mul_one, Real.log_pow] at le2
  rw [Real.log_exp] at lo1
  rw [Real.log_mul (by positivity) (Real.exp_pos _).ne', Real.log_pow, Real.log_exp] at lo2
  have hg : freeEnergyGap β E - E k =
      (Real.log (Zeven β E) - Real.log (Zodd β E) - β * E k) / β := by
    rw [freeEnergyGap, sub_div _ (β * E k), mul_div_cancel_left₀ _ hβ.ne']
    ring
  rw [hg, abs_div, abs_of_pos hβ]
  exact div_le_div_of_nonneg_right (abs_le.2 ⟨by linarith, by linarith⟩) hβ.le
```

With the energies and $N$ held fixed, the right-hand side vanishes as $\beta\to\infty$, so

$$\lim_{\beta\to\infty}\delta F=E_k=\min_j E_j .$$

At zero temperature an odd quasiparticle number costs exactly one quasiparticle in the lowest mode. The proof squeezes $|\delta F-E_k|$ between $0$ and the bound, which is available once $\beta>0$. The theorem keeps the modes and their energies fixed. If the number of modes increases along with $\beta$, the bound still vanishes when $N/\beta\to 0$, but otherwise it does not settle the limit.

```lean
/-- In the zero-temperature limit the odd-even free energy difference tends to the lowest
quasiparticle energy, for nonnegative energies. -/
theorem tendsto_freeEnergyGap {E : ι → ℝ} {k : ι} (h0 : 0 ≤ E k) (hk : ∀ j, E k ≤ E j) :
    Tendsto (fun β => freeEnergyGap β E) atTop (𝓝 (E k)) := by
  rw [tendsto_iff_norm_sub_tendsto_zero]
  refine squeeze_zero' (Eventually.of_forall fun _ => norm_nonneg _) ?_
    (tendsto_id.const_div_atTop (Fintype.card ι * Real.log 2))
  filter_upwards [eventually_gt_atTop 0] with β hβ
  exact abs_freeEnergyGap_sub_le hβ h0 hk

end

end ParityProjectedBCS
```

```lean
#print axioms ParityProjectedBCS.parity_eq_prod_tanh
#print axioms ParityProjectedBCS.Zodd_lt_Zeven
#print axioms ParityProjectedBCS.tanh_freeEnergyGap
#print axioms ParityProjectedBCS.tendsto_freeEnergyGap
```

```
'ParityProjectedBCS.parity_eq_prod_tanh' depends on axioms: [propext, Classical.choice, Quot.sound]
'ParityProjectedBCS.Zodd_lt_Zeven' depends on axioms: [propext, Classical.choice, Quot.sound]
'ParityProjectedBCS.tanh_freeEnergyGap' depends on axioms: [propext, Classical.choice, Quot.sound]
'ParityProjectedBCS.tendsto_freeEnergyGap' depends on axioms: [propext, Classical.choice, Quot.sound]
```
